# One-electron core polarization: if the core Hamiltonian and the potentials do not mix channels, levels and cutoff radii can be found channel by channel

To fit a core polarization potential with one cutoff radius per angular momentum to an atom with one valence electron, solve the s problem at trial radii until its level meets the reference energy, keep that radius, and go on to p and d. No later step disturbs the s level. The parts below derive this for a one-electron model, and show that the separate channels give every eigenvalue if neither the core Hamiltonian nor the potentials mix them.

## Channels, Hamiltonian and levels

Let M be a vector space over a field K, in physics ℝ or ℂ, and let l run over a finite set ι of channels. For an atom these are the angular momenta, with the last channel collecting all higher ones. H0, V_l and P_l are linear operators on M, and their product is composition.

```lean
import Mathlib

open Module.End

namespace CorePolarization

noncomputable section

variable {K M ι Γ : Type*} [Field K] [AddCommGroup M] [Module K M] [Fintype ι]
```

The P_l are assumed to satisfy P_l P_m = 0 for l ≠ m and Σ_l P_l = 1. No inner product is used, so "orthogonal" refers only to vanishing products.

```lean
/-- The operators `P l` resolve the state space into channels: they are pairwise orthogonal
and sum to the identity. -/
structure ChannelProjectors (P : ι → Module.End K M) : Prop where
  ortho : ∀ l m, l ≠ m → P l * P m = 0
  complete : ∑ l, P l = 1
```

H0 holds the kinetic energy and the core potential without polarization; V_l is the polarization potential used in channel l. The full Hamiltonian is

H = H0 + Σ_l V_l P_l.

```lean
/-- The Hamiltonian `H0 + ∑ V_l P_l` with a separate potential for each channel. -/
def hamiltonian (H0 : Module.End K M) (V P : ι → Module.End K M) : Module.End K M :=
  H0 + ∑ l, V l * P l
```

`HasChannelLevel P A E` says that some non-zero ψ in the range of P satisfies Aψ = Eψ. Only eigenvectors in M count: continuous spectrum is not described, and normalisability matters only if M imposes it.

```lean
/-- The operator `A` has an eigenvector with eigenvalue `E` in the range of `P`. -/
def HasChannelLevel (P A : Module.End K M) (E : K) : Prop :=
  ∃ ψ ∈ LinearMap.range P, HasEigenvector A E ψ
```

## (a) Applying a projector twice

Show from orthogonality and completeness alone that

P_l P_l = P_l.

Multiply the completeness relation by P_l from the left. Only the term m = l survives:

P_l = P_l Σ_m P_m = Σ_m P_l P_m = P_l P_l.

In Lean, `Finset.sum_eq_single` removes the terms with m ≠ l.

```lean
/-- Pairwise orthogonal operators that sum to the identity are idempotent. -/
theorem ChannelProjectors.idem {P : ι → Module.End K M} (hP : ChannelProjectors P) (l : ι) :
    P l * P l = P l :=
  calc P l * P l = ∑ m, P l * P m :=
        (Finset.sum_eq_single l (fun m _ hm => hP.ortho l m hm.symm)
          (fun h => absurd (Finset.mem_univ l) h)).symm
    _ = P l := by rw [← Finset.mul_sum, hP.complete, mul_one]
```

## (b) The Hamiltonian inside one channel

Show that inside channel l only the potential V_l acts:

H P_l = (H0 + V_l) P_l.

Expand the sum, then use orthogonality and (a):

H P_l = H0 P_l + Σ_m V_m P_m P_l = H0 P_l + V_l P_l P_l = (H0 + V_l) P_l.

The three goals after `rw` are the surviving term, the vanishing terms and the trivial membership of l in the index set.

```lean
/-- On channel `l` the full Hamiltonian acts as `H0 + V_l`. -/
theorem ChannelProjectors.hamiltonian_mul {P : ι → Module.End K M} (hP : ChannelProjectors P)
    (H0 : Module.End K M) (V : ι → Module.End K M) (l : ι) :
    hamiltonian H0 V P * P l = (H0 + V l) * P l := by
  unfold hamiltonian
  rw [add_mul, add_mul, Finset.sum_mul, Finset.sum_eq_single l]
  · rw [mul_assoc, hP.idem l]
  · intro m _ hm
    rw [mul_assoc, hP.ortho m l hm, mul_zero]
  · intro h
    exact absurd (Finset.mem_univ l) h
```

## (c) Conservation of the channel

Suppose that every P_l commutes with H0 and with every V_m. Show that

P_l H = H P_l.

The first condition stands for a spherically symmetric core Hamiltonian, the second for potentials that depend on the distance r only. The projectors commute with each other, since for l ≠ m both products vanish. Hence

P_l V_m P_m = V_m P_l P_m = V_m P_m P_l,

and summing over m and adding H0 gives the result. `hPP` is the commutation of the projectors; `mul_right`, `sum_right` and `add_right` assemble the products and sums.

```lean
/-- If the channel projectors commute with `H0` and with every potential, they commute with
the full Hamiltonian. -/
theorem ChannelProjectors.commute_hamiltonian {P : ι → Module.End K M}
    (hP : ChannelProjectors P) {H0 : Module.End K M} {V : ι → Module.End K M}
    (hH : ∀ l, Commute (P l) H0) (hV : ∀ l m, Commute (P l) (V m)) (l : ι) :
    Commute (P l) (hamiltonian H0 V P) := by
  have hPP : ∀ m, Commute (P l) (P m) := by
    intro m
    by_cases h : l = m
    · subst h
      exact Commute.refl _
    · exact (hP.ortho l m h).trans (hP.ortho m l (Ne.symm h)).symm
  exact (hH l).add_right
    (Commute.sum_right _ _ _ (fun m _ => (hV l m).mul_right (hPP m)))
```

## (d) Levels within a channel

Show, without any commutation assumption, that for ψ ≠ 0 in the range of P_l

Hψ = Eψ ⇔ (H0 + V_l)ψ = Eψ.

Write ψ = P_l φ. By (b),

Hψ = H P_l φ = (H0 + V_l) P_l φ = (H0 + V_l)ψ,

so the two eigenvalue equations are the same equation. The Lean statement says that the two operators have the same levels in channel l; `h` is the displayed identity, used once in each direction.

```lean
/-- The levels of the full Hamiltonian in channel `l` are those of `H0 + V_l` in that
channel. -/
theorem ChannelProjectors.level_iff {P : ι → Module.End K M} (hP : ChannelProjectors P)
    (H0 : Module.End K M) (V : ι → Module.End K M) (l : ι) (E : K) :
    HasChannelLevel (P l) (hamiltonian H0 V P) E ↔ HasChannelLevel (P l) (H0 + V l) E := by
  have h : ∀ φ, hamiltonian H0 V P (P l φ) = (H0 + V l) (P l φ) :=
    fun φ => LinearMap.congr_fun (hP.hamiltonian_mul H0 V l) φ
  constructor
  · rintro ⟨_, ⟨φ, rfl⟩, hφ⟩
    exact ⟨P l φ, ⟨φ, rfl⟩,
      mem_eigenspace_iff.mpr ((h φ).symm.trans hφ.apply_eq_smul), hφ.2⟩
  · rintro ⟨_, ⟨φ, rfl⟩, hφ⟩
    exact ⟨P l φ, ⟨φ, rfl⟩,
      mem_eigenspace_iff.mpr ((h φ).trans hφ.apply_eq_smul), hφ.2⟩
```

## (e) All eigenvalues from the separate channels

Under the commutation conditions of (c), show that

E is an eigenvalue of H ⇔ for some l there is ψ ≠ 0 in the range of P_l with (H0 + V_l)ψ = Eψ.

Let Hψ = Eψ with ψ ≠ 0. Since ψ = Σ_l P_l ψ, some component P_l ψ is non-zero. By (c),

H P_l ψ = P_l Hψ = E P_l ψ,

so this component is an eigenvector of H in channel l, and (d) turns it into one of H0 + V_l. Conversely, (d) turns a channel eigenvector of H0 + V_l into an eigenvector of H; this direction needs no commutation.

In the proof, `hex` finds the non-zero component and the last `calc` is the displayed line. With a single channel, completeness forces P_l = 1, and the statement reduces to H = H0 + V_l.

```lean
/-- Let the channel projectors commute with `H0` and with every potential. Then `E` is an
eigenvalue of `H0 + ∑ V_l P_l` exactly when, for some `l`, `H0 + V_l` has an eigenvector with
eigenvalue `E` in channel `l`. -/
theorem hasEigenvalue_iff_channel {P : ι → Module.End K M} (hP : ChannelProjectors P)
    {H0 : Module.End K M} {V : ι → Module.End K M}
    (hH : ∀ l, Commute (P l) H0) (hV : ∀ l m, Commute (P l) (V m)) (E : K) :
    HasEigenvalue (hamiltonian H0 V P) E ↔ ∃ l, HasChannelLevel (P l) (H0 + V l) E := by
  constructor
  · intro h
    obtain ⟨ψ, hψ⟩ := h.exists_hasEigenvector
    -- by completeness some channel component of the eigenvector survives
    have hex : ∃ l, P l ψ ≠ 0 := by
      by_contra hc
      have hz : ∀ l, P l ψ = 0 := fun l => by
        by_contra hl
        exact hc ⟨l, hl⟩
      apply hψ.2
      calc ψ = (∑ l, P l) ψ := (LinearMap.congr_fun hP.complete ψ).symm
        _ = 0 := by
          rw [LinearMap.sum_apply]
          exact Finset.sum_eq_zero (fun l _ => hz l)
    obtain ⟨l, hl⟩ := hex
    -- this component is itself an eigenvector of the full Hamiltonian
    refine ⟨l, (hP.level_iff H0 V l E).mp
      ⟨P l ψ, ⟨ψ, rfl⟩, mem_eigenspace_iff.mpr ?_, hl⟩⟩
    calc hamiltonian H0 V P (P l ψ) = P l (hamiltonian H0 V P ψ) :=
          (LinearMap.congr_fun (hP.commute_hamiltonian hH hV l).eq ψ).symm
      _ = E • P l ψ := by rw [hψ.apply_eq_smul, map_smul]
  · rintro ⟨l, h⟩
    obtain ⟨ψ, _, hψ⟩ := (hP.level_iff H0 V l E).mpr h
    exact hasEigenvalue_of_hasEigenvector hψ
```

## (f) Independent cutoff radii

Let V_l(r) be the potential of channel l with cutoff radius r, and let ref_l be a set of reference levels. Write H(ρ) for the full Hamiltonian with radius ρ_l in each channel l. Show that

there is one choice ρ such that, for all l, H(ρ) has every E in ref_l as a level in channel l
⇔ for each l there is a radius r such that H0 + V_l(r) has every E in ref_l as a level in channel l.

From left to right, take r = ρ_l and apply (d). From right to left, pick a suitable radius for each channel, call it ρ_l, and apply (d) again: the levels of H(ρ) in channel l depend on ρ_l alone. The tactic `choose` collects the separate radii into one function `ρ`.

The radii come from an arbitrary type `Γ`, so `r` could equally be a list of parameters. Whether a suitable radius exists is left to the numerical fit, and one radius need not reproduce several reference levels. Matching is exact, and further levels may be present.

If H0 and the potentials do not mix the channels, a program can do this as a loop over l: build the matrix of H0 + V_l(r) in orthonormal basis functions of channel l, diagonalise it, and adjust r by root finding on the difference from the reference energy.

```lean
/-- Let the `P l` be channel projectors and `V l r` the potential of channel `l` with cutoff radius
`r`. One choice of radii gives the full Hamiltonian all reference levels `ref l` in every channel
`l` exactly when each channel can be fitted alone with a radius of its own. -/
theorem independent_cutoff_fit {P : ι → Module.End K M} (hP : ChannelProjectors P)
    (H0 : Module.End K M) (V : ι → Γ → Module.End K M) (ref : ι → Set K) :
    (∃ ρ : ι → Γ, ∀ l, ∀ E ∈ ref l,
      HasChannelLevel (P l) (hamiltonian H0 (fun m => V m (ρ m)) P) E) ↔
    ∀ l, ∃ r, ∀ E ∈ ref l, HasChannelLevel (P l) (H0 + V l r) E := by
  constructor
  · rintro ⟨ρ, h⟩ l
    exact ⟨ρ l, fun E hE =>
      (hP.level_iff H0 (fun m => V m (ρ m)) l E).mp (h l E hE)⟩
  · intro h
    choose ρ hρ using h
    exact ⟨ρ, fun l E hE =>
      (hP.level_iff H0 (fun m => V m (ρ m)) l E).mpr (hρ l E hE)⟩
```

## Radial components and the polarization potential

A multichannel wavefunction is now a family ψ = (ψ_m), with one component in a real vector space W for each channel. A channel-diagonal operator applies its own h_m to each component:

```lean
variable {W : Type*} [AddCommGroup W] [Module ℝ W]

/-- The channel-diagonal operator that acts as `h l` on the component in channel `l`. -/
def blockOperator (h : ι → Module.End ℝ W) : Module.End ℝ (ι → W) :=
  LinearMap.pi fun l => h l ∘ₗ LinearMap.proj l
```

The projector onto channel l keeps ψ_l and replaces every other component by zero:

```lean
/-- The projector that keeps the component in channel `l` and deletes all others. -/
def channelProjector [DecidableEq ι] (l : ι) : Module.End ℝ (ι → W) :=
  blockOperator fun m => if m = l then 1 else 0
```

From here on r is the distance of the electron from the core, no longer a cutoff radius as in (f). In atomic units, with core dipole polarizability α and cutoff radius ρ, the polarization potential is

V(r) = −α/(2r⁴) · (1 − exp(−(r/ρ)²))².

The factor −α/(2r⁴) is the polarization energy of the core in the field 1/r² of an electron at distance r, including the energy spent on forming the dipole; the cutoff factor removes its divergence at small r. As r → 0 the potential tends to the finite value −α/(2ρ⁴).

```lean
/-- The polarization potential `-α / (2 r⁴)` with a squared Gaussian cutoff factor of radius
`ρ`, for `r ≠ 0` and `ρ ≠ 0`. -/
def cppPotential (α ρ r : ℝ) : ℝ :=
  -α / (2 * r ^ 4) * (1 - Real.exp (-(r / ρ) ^ 2)) ^ 2
```

As an operator it multiplies every component by the same function of r. The selection of a channel is left to P_l in the Hamiltonian.

```lean
/-- Multiplication of every radial component by the polarization potential, on `r > 0` and
for a cutoff radius `ρ > 0`. -/
def cppOperator (α : ℝ) (ρ : Set.Ioi (0 : ℝ)) :
    Module.End ℝ (ι → Set.Ioi (0 : ℝ) → ℝ) :=
  blockOperator fun _ => LinearMap.mulLeft ℝ (fun r => cppPotential α ρ r)
```

## (g) Projectors onto components

Show that the component projectors satisfy

P_l P_k = 0 for l ≠ k, and Σ_l P_l = 1.

Component m of P_l P_k ψ can be non-zero only if m = l and m = k, which is impossible for l ≠ k. In Σ_l P_l ψ, component m receives ψ_m from l = m and zero from all other terms. Lean checks both identities component by component.

```lean
/-- The projectors onto the components of a multichannel wavefunction are pairwise orthogonal
and sum to the identity. -/
theorem channelProjectors_components [DecidableEq ι] :
    ChannelProjectors (channelProjector : ι → Module.End ℝ (ι → W)) where
  ortho l k hlk := by
    refine LinearMap.ext fun ψ => funext fun m => ?_
    by_cases h : m = l
    · subst h
      simp [channelProjector, blockOperator, hlk]
    · simp [channelProjector, blockOperator, h]
  complete := by
    refine LinearMap.ext fun ψ => funext fun m => ?_
    rw [LinearMap.sum_apply, Finset.sum_apply, Finset.sum_eq_single m]
    · simp [channelProjector, blockOperator]
    · intro l _ hl
      simp [channelProjector, blockOperator, hl.symm]
    · intro h
      exact absurd (Finset.mem_univ m) h
```

## (h) The conditions for radial functions

Take W to be the real functions on r > 0, let B be any channel-diagonal H0, and let V_m be the polarization potential with radius ρ_m. Show that, besides (g),

P_l B = B P_l and P_l V_m = V_m P_l.

Let B act as h_m on component m. Both P_l Bψ and B P_l ψ have component h_l ψ_l in channel l and zero elsewhere, because a linear operator sends zero to zero. Each V_m is itself channel-diagonal, so the same argument covers it; `key` states it once for both.

Thus (e) applies to this model. It has one radial function per channel, so each channel stands for a single angular momentum, and the last one does not collect all higher ones. Here W contains all functions, without smoothness or boundary conditions, so a radial kinetic energy with derivatives needs a smaller space that the operators map into itself. In a calculation with a finite orthonormal basis sorted by angular momentum, the operators are replaced by their matrices. These are block-diagonal and act on the coefficient vectors, so (e) applies to them and gives the levels in that basis.

```lean
/-- For radial functions on `r > 0`, the component projectors, any channel-diagonal `H0` and
polarization potentials with channel-dependent cutoff radii meet all the hypotheses of the
eigenvalue theorem. -/
theorem hasEigenvalue_iff_channel_witness [DecidableEq ι]
    (h : ι → Module.End ℝ (Set.Ioi (0 : ℝ) → ℝ)) (α : ℝ) (ρ : ι → Set.Ioi (0 : ℝ)) :
    ChannelProjectors
      (channelProjector : ι → Module.End ℝ (ι → Set.Ioi (0 : ℝ) → ℝ)) ∧
    (∀ l, Commute (channelProjector l) (blockOperator h)) ∧
    ∀ l m : ι, Commute (channelProjector l) (cppOperator α (ρ m)) := by
  -- every channel-diagonal operator commutes with the projectors
  have key : ∀ (g : ι → Module.End ℝ (Set.Ioi (0 : ℝ) → ℝ)) (l : ι),
      Commute (channelProjector l) (blockOperator g) := by
    intro g l
    refine LinearMap.ext fun ψ => funext fun m => ?_
    by_cases hm : m = l
    · simp [channelProjector, blockOperator, hm]
    · simp [channelProjector, blockOperator, hm]
  exact ⟨channelProjectors_components, key h, fun l m => key _ l⟩
```

## (i) A core Hamiltonian that mixes channels

Let X exchange the amplitudes of two channels:

```lean
/-- The operator that exchanges the amplitudes of two channels. -/
def exchange : Module.End ℝ (Fin 2 → ℝ) :=
  LinearMap.funLeft ℝ ℝ (Equiv.swap (0 : Fin 2) 1)
```

Set H0 = X and all V_l = 0. Show that

Xψ = ψ has a non-zero solution, but none in the range of P_0 or P_1.

The vector (1, 1), normalised (1, 1)/√2, is unchanged by X. In general Xψ = ψ forces ψ_1 = ψ_0, while a vector in one channel has one amplitude equal to zero. Then both vanish, and ψ is not an eigenvector. In Lean, `e` is the equality of the amplitudes and `z` the vanishing of one of them.

Here X does not commute with the projectors, so (e) fails without its condition on H0. In a molecule, the field of neighbouring atoms also mixes angular momenta about one centre. Cutoff radii fitted to the free atom can be kept there, but the levels have to be found with the coupled channels together.

```lean
/-- With `H0` the exchange of two channels and all potentials zero, `1` is an eigenvalue of the
full Hamiltonian, but `H0` has no eigenvector with eigenvalue `1` in either channel. -/
theorem channel_coupling_counterexample :
    HasEigenvalue (hamiltonian exchange (fun _ => 0) (channelProjector (ι := Fin 2))) 1 ∧
    ¬ ∃ l : Fin 2, HasChannelLevel (channelProjector l) exchange 1 := by
  constructor
  · have hv : HasEigenvector
        (hamiltonian exchange (fun _ => 0) (channelProjector (ι := Fin 2))) 1
        (fun _ => (1 : ℝ)) := by
      refine ⟨mem_eigenspace_iff.mpr ?_, fun h => one_ne_zero (congrFun h 0)⟩
      funext i
      simp [hamiltonian, exchange, LinearMap.funLeft_apply]
    exact hasEigenvalue_of_hasEigenvector hv
  · rintro ⟨l, ψ, ⟨φ, hφ⟩, h⟩
    -- the eigenvalue equation makes both amplitudes equal
    have e : ψ 1 = ψ 0 := by
      simpa [exchange, LinearMap.funLeft_apply] using congrFun h.apply_eq_smul 0
    -- membership in one channel makes one amplitude vanish
    have z : ψ 0 = 0 ∨ ψ 1 = 0 := by
      have hl : l = 0 ∨ l = 1 := by omega
      rcases hl with rfl | rfl
      · right
        rw [← hφ]
        simp [channelProjector, blockOperator]
      · left
        rw [← hφ]
        simp [channelProjector, blockOperator]
    apply h.2
    funext i
    have hi : i = 0 ∨ i = 1 := by omega
    rcases hi with rfl | rfl <;> rcases z with z | z <;>
      simp only [Pi.zero_apply] <;> linarith

end

end CorePolarization
```

```lean
#print axioms CorePolarization.hasEigenvalue_iff_channel
-- 'CorePolarization.hasEigenvalue_iff_channel' depends on axioms: [propext, Classical.choice, Quot.sound]
#print axioms CorePolarization.independent_cutoff_fit
-- 'CorePolarization.independent_cutoff_fit' depends on axioms: [propext, Classical.choice, Quot.sound]
#print axioms CorePolarization.channel_coupling_counterexample
-- 'CorePolarization.channel_coupling_counterexample' depends on axioms: [propext, Classical.choice, Quot.sound]
```
